# The induction energy of one linearly polarisable site in fixed source fields has no many-body terms beyond pairs of sources

## Sources, increments and energies

A set of sources, such as ions or molecules with fixed charge distributions, acts on one polarisable site. The labels of the sources form a type `ι`, and source $j$ produces the field $F_j$ at the site. The fields are vectors in a real inner-product space $V$, which is ordinary three-dimensional space in the physical case; nothing below depends on its dimension. For a finite set $S$ of sources, the total field is

$$F_S=\sum_{j\in S}F_j,\qquad F_\emptyset=0 .$$

This fixes the main idealisation. Each $F_j$ is given once and for all and does not change when other sources are added. In Lean the fields are a function `F : ι → V`, and a set of sources is a `Finset ι`.

```lean
import Mathlib

open Finset

namespace InductionManyBody

noncomputable section

variable {ι V : Type*} [DecidableEq ι] [NormedAddCommGroup V] [InnerProductSpace ℝ V]
```

Let $E$ be any function that assigns a real energy to each finite set of sources. Its many-body increment is the alternating sum

$$\Delta_E(S)=\sum_{T\subseteq S}(-1)^{|S|+|T|}E(T).$$

Only the sources are counted as bodies here; the site is always present. The sign is positive for $T=S$ and changes each time a source is removed. For two distinct sources this gives the familiar expression $E(\{j,k\})-E(\{j\})-E(\{k\})+E(\emptyset)$. In the code, `S.powerset` is the set of all subsets of $S$ and `card` is the number of elements.

```lean
/-- The many-body increment of an energy function `E` for the set `S` of sources:
the alternating sum of the energies of all subsets of `S`. -/
def increment (E : Finset ι → ℝ) (S : Finset ι) : ℝ :=
  ∑ T ∈ S.powerset, (-1) ^ (S.card + T.card) * E T
```

The many-body expansion truncated at order $K$ keeps the increments of all subsets with at most $K$ members:

$$E^{(K)}(S)=\sum_{T\subseteq S,\ |T|\le K}\Delta_E(T).$$

The empty set is included, so an energy that is present without any source is counted once.

```lean
/-- The many-body expansion of the energy of `S`, truncated at order `K`:
the sum of the increments of all subsets with at most `K` sources. -/
def truncatedExpansion (E : Finset ι → ℝ) (K : ℕ) (S : Finset ι) : ℝ :=
  ∑ T ∈ S.powerset.filter (fun T => T.card ≤ K), increment E T
```

The site responds linearly and isotropically, with a scalar polarisability $\alpha$. A dipole $\mu$ on the site in a field $f$ has the energy

$$u(\mu)=\frac{\|\mu\|^2}{2\alpha}-\langle\mu,f\rangle .$$

The first term is the work needed to polarise the site, and the second is the coupling of the dipole to the field.

```lean
/-- The energy of a dipole `μ` on a site of polarisability `α` in a field `f`:
the cost of polarisation plus the coupling to the field. The domain is `α ≠ 0`. -/
def dipoleEnergy (α : ℝ) (f μ : V) : ℝ :=
  ‖μ‖ ^ 2 / (2 * α) - inner ℝ μ f
```

The induction energy of the site in the field of the sources in $S$ is

$$E(S)=-\frac{\alpha}{2}\,\|F_S\|^2 .$$

It contains only the response of the site. The direct interaction of the sources with each other is not part of it.

```lean
/-- The induction energy of a site of polarisability `α` in the total field of the
sources in `S`. -/
def inductionEnergy (α : ℝ) (F : ι → V) (S : Finset ι) : ℝ :=
  -(α / 2) * ‖∑ j ∈ S, F j‖ ^ 2
```

## The induction energy as a minimum over dipoles

The formula for $E(S)$ follows from the dipole energy. Expanding the square gives

$$\|\mu-\alpha f\|^2=\|\mu\|^2-2\alpha\langle\mu,f\rangle+\alpha^2\|f\|^2 ,$$

and division by $2\alpha$ and rearrangement give

$$u(\mu)=-\frac{\alpha}{2}\|f\|^2+\frac{\|\mu-\alpha f\|^2}{2\alpha}.$$

For $\alpha>0$ the last term is never negative, and it is zero at $\mu=\alpha f$, the linear-response dipole. The least energy is therefore $-\tfrac{\alpha}{2}\|f\|^2$. The condition $\alpha>0$ says that polarising the site costs energy, so that the site is stable.

In the theorem, `Set.range` collects the energies of all possible dipoles in the field $F_S$, and `IsLeast` says that $E(S)$ is one of these energies and that none is lower. The step `key` is the completed square. The two parts of the proof then insert $\mu=\alpha F_S$ and use the sign of the remaining term.

```lean
omit [DecidableEq ι] in
/-- For positive polarisability, the induction energy is the least energy that a dipole
on the site can have in the total field of the sources. -/
theorem inductionEnergy_isLeast {α : ℝ} (hα : 0 < α) (F : ι → V) (S : Finset ι) :
    IsLeast (Set.range (dipoleEnergy α (∑ j ∈ S, F j))) (inductionEnergy α F S) := by
  -- complete the square around the dipole `α • f`
  have key : ∀ f μ : V,
      dipoleEnergy α f μ = -(α / 2) * ‖f‖ ^ 2 + ‖μ - α • f‖ ^ 2 / (2 * α) := by
    intro f μ
    have hne : α ≠ 0 := hα.ne'
    unfold dipoleEnergy
    rw [norm_sub_sq_real, inner_smul_right, norm_smul, mul_pow, Real.norm_eq_abs, sq_abs]
    field_simp
    ring
  constructor
  · refine ⟨α • ∑ j ∈ S, F j, ?_⟩
    rw [key, sub_self, norm_zero, inductionEnergy]
    ring
  · rintro _ ⟨μ, rfl⟩
    rw [key, inductionEnergy]
    have h : 0 ≤ ‖μ - α • ∑ j ∈ S, F j‖ ^ 2 / (2 * α) := by positivity
    linarith
```

The later theorems start from the formula for $E(S)$ and are algebraic, so they place no sign condition on $\alpha$.

## Increments as repeated differences

The empty set has only itself as a subset, with a positive sign, so $\Delta_E(\emptyset)=E(\emptyset)$.

```lean
omit [DecidableEq ι] in
/-- The increment of the empty set is the energy without sources. -/
theorem increment_empty (E : Finset ι → ℝ) : increment E ∅ = E ∅ := by
  simp [increment]
```

Now let $a$ be a source that is not in $S$, and write

$$(D_aE)(T)=E(T\cup\{a\})-E(T)$$

for the energy change when $a$ is added to $T$. Every subset of $S\cup\{a\}$ is either some $T\subseteq S$ or $T\cup\{a\}$ with $T\subseteq S$. In the increment of $S\cup\{a\}$, the first kind has the sign $(-1)^{|S|+1+|T|}=-(-1)^{|S|+|T|}$, and the second has $(-1)^{|S|+1+|T|+1}=(-1)^{|S|+|T|}$. Hence

$$\Delta_E(S\cup\{a\})=\sum_{T\subseteq S}(-1)^{|S|+|T|}\bigl[E(T\cup\{a\})-E(T)\bigr]=\Delta_{D_aE}(S).$$

Adding a source to the set thus replaces the energy by its finite difference. In the proof, `Finset.sum_powerset_insert` splits the subsets into the two kinds, and `Finset.card_insert_of_notMem`, applied once to $S$ and once to $T$, supplies the signs.

```lean
/-- The increment of a set enlarged by a new source `a` is the increment, on the old set,
of the energy change caused by adding `a`. -/
theorem increment_insert (E : Finset ι → ℝ) {a : ι} {S : Finset ι} (ha : a ∉ S) :
    increment E (insert a S) = increment (fun T => E (insert a T) - E T) S := by
  unfold increment
  rw [Finset.sum_powerset_insert ha, ← Finset.sum_add_distrib]
  refine Finset.sum_congr rfl fun T hT => ?_
  have haT : a ∉ T := fun h => ha (Finset.mem_powerset.mp hT h)
  rw [Finset.card_insert_of_notMem ha, Finset.card_insert_of_notMem haT]
  ring
```

This rule shows that the increments of all subsets add up to the energy, for any $E$:

$$\sum_{T\subseteq S}\Delta_E(T)=E(S).$$

For $S=\emptyset$ this is the statement about the empty set. Suppose that it holds for $S$ and for every energy function, and let $a\notin S$. Then

$$\begin{aligned}
\sum_{T\subseteq S\cup\{a\}}\Delta_E(T)
&=\sum_{T\subseteq S}\Delta_E(T)+\sum_{T\subseteq S}\Delta_E(T\cup\{a\})\\
&=\sum_{T\subseteq S}\Delta_E(T)+\sum_{T\subseteq S}\Delta_{D_aE}(T)\\
&=E(S)+(D_aE)(S)=E(S\cup\{a\}).
\end{aligned}$$

The induction hypothesis is used twice, once for $E$ and once for $D_aE$. For this reason the Lean induction is stated with `generalizing E`, and `ih` appears twice in the final rewriting.

```lean
/-- For any energy function, the increments of all subsets of `S` add up to the energy
of `S`. -/
theorem sum_increment (E : Finset ι → ℝ) (S : Finset ι) :
    ∑ T ∈ S.powerset, increment E T = E S := by
  induction S using Finset.induction_on generalizing E with
  | empty => simp [increment_empty]
  | insert a S ha ih =>
    -- subsets containing `a` carry the increments of a finite difference
    have h : ∑ T ∈ S.powerset, increment E (insert a T)
        = ∑ T ∈ S.powerset, increment (fun T => E (insert a T) - E T) T :=
      Finset.sum_congr rfl fun T hT =>
        increment_insert E fun h => ha (Finset.mem_powerset.mp hT h)
    rw [Finset.sum_powerset_insert ha, h, ih, ih]
    ring
```

## One source and two sources

From here on, $E$ is the induction energy. Since $F_\emptyset=0$, the energy without sources is zero, and

$$\Delta_E(\{j\})=E(\{j\})-E(\emptyset)=-\frac{\alpha}{2}\|F_j\|^2 .$$

The proof writes $\{j\}$ as the empty set with $j$ added and applies the difference rule once.

```lean
omit [InnerProductSpace ℝ V] in
/-- The one-body increment is the induction energy in the field of a single source. -/
theorem increment_one (α : ℝ) (F : ι → V) (j : ι) :
    increment (inductionEnergy α F) {j} = -(α / 2) * ‖F j‖ ^ 2 := by
  have e : ({j} : Finset ι) = insert j ∅ := by simp
  rw [e, increment_insert _ (Finset.notMem_empty j)]
  simp only [increment_empty, inductionEnergy, insert_empty_eq, Finset.sum_singleton,
    Finset.sum_empty, norm_zero]
  ring
```

For two distinct sources $j\ne k$,

$$\begin{aligned}
\Delta_E(\{j,k\})
&=-\frac{\alpha}{2}\Bigl(\|F_j+F_k\|^2-\|F_j\|^2-\|F_k\|^2\Bigr)\\
&=-\alpha\,\langle F_j,F_k\rangle .
\end{aligned}$$

For $\alpha>0$ the pair term lowers the energy when the fields make an acute angle and raises it when the angle is obtuse. The hypothesis `j ≠ k` is needed because $\{j,j\}$ is the one-element set $\{j\}$, whose increment is the one-body term. The proof applies the difference rule twice, and `norm_add_sq_real` expands the squared norm of the sum.

```lean
/-- The two-body increment of distinct sources is `-α` times the inner product of
their fields. -/
theorem increment_two (α : ℝ) (F : ι → V) {j k : ι} (h : j ≠ k) :
    increment (inductionEnergy α F) {j, k} = -α * inner ℝ (F j) (F k) := by
  have e : ({k} : Finset ι) = insert k ∅ := by simp
  rw [increment_insert _ (by simpa using h), e, increment_insert _ (Finset.notMem_empty k)]
  simp only [increment_empty, inductionEnergy, insert_empty_eq, Finset.sum_pair h,
    Finset.sum_singleton, Finset.sum_empty, norm_add_sq_real, norm_zero]
  ring
```

## Three or more sources

If $S$ has at least three members, it can be written as $S=\{a,b,c\}\cup U$, with $a,b,c$ distinct and none of them in $U$. The set $U$ may be empty. Three uses of the difference rule give

$$\Delta_E(S)=\sum_{T\subseteq U}(-1)^{|U|+|T|}\,(D_cD_bD_aE)(T).$$

Each term of this sum is zero. The first difference is linear in the field that is already present:

$$(D_aE)(T)=-\frac{\alpha}{2}\bigl(\|F_T+F_a\|^2-\|F_T\|^2\bigr)=-\alpha\langle F_T,F_a\rangle-\frac{\alpha}{2}\|F_a\|^2 .$$

Adding $b$ changes $F_T$ to $F_T+F_b$, so the second difference is

$$(D_bD_aE)(T)=-\alpha\langle F_b,F_a\rangle .$$

This no longer depends on $T$, so adding $c$ does not change it, and $(D_cD_bD_aE)(T)=0$. Therefore $\Delta_E(S)=0$.

The Lean proof obtains $a$, $b$, $c$ and $U$ by applying `Finset.card_eq_succ` three times, and it rewrites with `increment_insert` three times. `Finset.sum_eq_zero` then reduces the claim to a single $T\subseteq U$. The facts that $a$, $b$ and $c$ are distinct and lie outside $T$ allow each sum of fields to be split. The code does not form the first and second differences separately: it expands all eight energies in the third difference into norms and inner products, and `ring` cancels them.

```lean
/-- Every increment of the induction energy with three or more sources vanishes. -/
theorem increment_eq_zero (α : ℝ) (F : ι → V) {S : Finset ι} (hS : 3 ≤ S.card) :
    increment (inductionEnergy α F) S = 0 := by
  -- split off three distinct sources `a`, `b`, `c`
  obtain ⟨n, hn⟩ : ∃ n, S.card = n + 1 + 1 + 1 := ⟨S.card - 3, by omega⟩
  obtain ⟨a, S₁, ha, rfl, h₁⟩ := Finset.card_eq_succ.mp hn
  obtain ⟨b, S₂, hb, rfl, h₂⟩ := Finset.card_eq_succ.mp h₁
  obtain ⟨c, U, hc, rfl, -⟩ := Finset.card_eq_succ.mp h₂
  rw [increment_insert _ ha, increment_insert _ hb, increment_insert _ hc]
  simp only [Finset.mem_insert, not_or] at ha hb
  obtain ⟨hab, hac, haU⟩ := ha
  obtain ⟨hbc, hbU⟩ := hb
  -- the third finite difference of a quadratic form is zero, term by term
  refine Finset.sum_eq_zero fun T hT => ?_
  have hTU := Finset.mem_powerset.mp hT
  have haT : a ∉ T := fun h => haU (hTU h)
  have hbT : b ∉ T := fun h => hbU (hTU h)
  have hcT : c ∉ T := fun h => hc (hTU h)
  simp only [inductionEnergy, Finset.sum_insert, Finset.mem_insert, hab, hac, hbc,
    haT, hbT, hcT, or_self, not_false_eq_true, norm_add_sq_real, inner_add_right]
  ring
```

## Exactness of the expansion from second order on

All increments of the subsets of $S$ add up to $E(S)$. If $K\ge2$, every subset left out by truncation at order $K$ has at least three members, so its increment is zero. Hence

$$E^{(K)}(S)=E(S)\qquad (K\ge 2)$$

for every finite $S$. With the increments found above, the case $K=2$ is the expansion of the square,

$$-\frac{\alpha}{2}\|F_S\|^2=-\frac{\alpha}{2}\sum_{j\in S}\|F_j\|^2-\alpha\sum_{\{j,k\}\subseteq S,\ j\ne k}\langle F_j,F_k\rangle ,$$

where each unordered pair is counted once.

The proof replaces $E(S)$ by the full sum of increments. `Finset.sum_filter_of_ne` then asks that every subset with a nonzero increment pass the size restriction, and a subset that failed it would contradict `increment_eq_zero`.

```lean
/-- The many-body expansion of the induction energy, truncated at any order `K ≥ 2`,
is exact for every finite set of sources. -/
theorem truncatedExpansion_exact (α : ℝ) (F : ι → V) {K : ℕ} (hK : 2 ≤ K)
    (S : Finset ι) :
    truncatedExpansion (inductionEnergy α F) K S = inductionEnergy α F S := by
  rw [← sum_increment (inductionEnergy α F) S, truncatedExpansion]
  refine Finset.sum_filter_of_ne fun T _ hne => ?_
  by_contra hlt
  exact hne (increment_eq_zero α F (by omega))
```

Truncation at pairs of sources therefore causes no error in this energy term, provided that a single site responds linearly and the source fields are fixed. In a fragment expansion that counts the site as a fragment too, the term $-\alpha\langle F_j,F_k\rangle$ involves three bodies, the site and two sources, and truncation at pairs of fragments leaves it out. If the sources are themselves polarisable, the field of each one depends on which others are present, and the total field is no longer the sum $F_S$ assumed here.

## When two sources contribute additively

For $j\ne k$, the expanded square reads

$$E(\{j,k\})=E(\{j\})+E(\{k\})-\alpha\langle F_j,F_k\rangle .$$

If $\alpha\ne0$, the two energies add exactly when $\langle F_j,F_k\rangle=0$, that is, when the fields at the site are orthogonal. A zero field counts as orthogonal to every other. The condition on $\alpha$ excludes a site that does not respond at all, for which additivity would hold whatever the fields. A one-body expansion is thus already wrong for two sources whose fields are not orthogonal.

In the proof, `key` is the displayed identity. One direction cancels the factor $\alpha$, and the other inserts the zero inner product.

```lean
/-- For nonzero polarisability, the induction energies of two distinct sources add
exactly when their fields at the site are orthogonal. -/
theorem additive_iff_orthogonal {α : ℝ} (hα : α ≠ 0) (F : ι → V) {j k : ι} (h : j ≠ k) :
    inductionEnergy α F {j, k} = inductionEnergy α F {j} + inductionEnergy α F {k} ↔
      inner ℝ (F j) (F k) = 0 := by
  have key : inductionEnergy α F {j, k} =
      inductionEnergy α F {j} + inductionEnergy α F {k} - α * inner ℝ (F j) (F k) := by
    simp only [inductionEnergy, Finset.sum_pair h, Finset.sum_singleton, norm_add_sq_real]
    ring
  constructor
  · intro hadd
    have hz : α * inner ℝ (F j) (F k) = 0 := by linarith
    exact (mul_eq_zero.mp hz).resolve_left hα
  · intro horth
    rw [key, horth, mul_zero, sub_zero]

end

end InductionManyBody
```

```lean
#print axioms InductionManyBody.increment_one
#print axioms InductionManyBody.increment_two
#print axioms InductionManyBody.truncatedExpansion_exact
#print axioms InductionManyBody.additive_iff_orthogonal
```

```
'InductionManyBody.increment_one' depends on axioms: [propext, Classical.choice, Quot.sound]
'InductionManyBody.increment_two' depends on axioms: [propext, Classical.choice, Quot.sound]
'InductionManyBody.truncatedExpansion_exact' depends on axioms: [propext, Classical.choice, Quot.sound]
'InductionManyBody.additive_iff_orthogonal' depends on axioms: [propext, Classical.choice, Quot.sound]
```
